# In a finite-mode model of repulsion against static attraction, a stable separation exists exactly when the mode strengths outweigh the attraction

Let two bodies a distance d > 0 apart in a liquid feel the force (A exp(−k d) − s)/d³, positive when repulsive, with one repulsive mode of strength A > 0 and inverse decay length k > 0 against a static attraction s > 0: the force vanishes only at d = log(A/s)/k, which is a positive distance exactly when A > s. The file below treats any finite number of such modes, where in general no closed formula for d is available but the criterion, the uniqueness and the stability remain.

```lean
import Mathlib

open Filter Topology

namespace LifshitzEquilibrium

noncomputable section

variable {ι : Type*} [Fintype ι] {a c : ι → ℝ} {s d : ℝ}

/-- The retarded repulsive amplitude at separation `d`: a finite sum of modes with
strengths `a n` and inverse decay lengths `c n`. -/
def repulsion (a c : ι → ℝ) (d : ℝ) : ℝ :=
  ∑ n, a n * Real.exp (-(c n * d))

/-- The model force across the liquid at separation `d ≠ 0`, positive when repulsive:
the retarded amplitude minus the static attraction `s`, divided by `d ^ 3`. -/
def force (a c : ι → ℝ) (s d : ℝ) : ℝ :=
  (repulsion a c d - s) / d ^ 3

/-- At a positive separation the force vanishes exactly when the retarded repulsive
amplitude equals the static attraction. -/
theorem force_eq_zero_iff (hd : 0 < d) :
    force a c s d = 0 ↔ repulsion a c d = s := by
  rw [force, div_eq_zero_iff, or_iff_left (pow_ne_zero 3 hd.ne'), sub_eq_zero]

/-- If the repulsive amplitude equals a positive static attraction, there is at least
one mode. -/
theorem modes_nonempty (hs : 0 < s) (hR : repulsion a c d = s) : Nonempty ι := by
  by_contra hcon
  rw [not_nonempty_iff] at hcon
  rw [repulsion, Finset.univ_eq_empty, Finset.sum_empty] at hR
  linarith

/-- With at least one mode, and all strengths and inverse decay lengths positive, the
repulsive amplitude decreases strictly with separation. -/
theorem repulsion_strictAnti [Nonempty ι] (ha : ∀ n, 0 < a n) (hc : ∀ n, 0 < c n) :
    StrictAnti (repulsion a c) := by
  intro x y hxy
  unfold repulsion
  apply Finset.sum_lt_sum_of_nonempty Finset.univ_nonempty
  intro n _
  exact mul_lt_mul_of_pos_left
    (Real.exp_lt_exp.mpr (neg_lt_neg (mul_lt_mul_of_pos_left hxy (hc n)))) (ha n)

/-- The slope of the repulsive amplitude is minus the sum of the mode amplitudes, each
weighted by its inverse decay length. -/
theorem hasDerivAt_repulsion (a c : ι → ℝ) (d : ℝ) :
    HasDerivAt (repulsion a c) (-∑ n, a n * c n * Real.exp (-(c n * d))) d := by
  have h (n : ι) : HasDerivAt (fun x => a n * Real.exp (-(c n * x)))
      (-(a n * c n * Real.exp (-(c n * d)))) d := by
    have h1 : HasDerivAt (fun x => -(c n * x)) (-(c n)) d :=
      ((hasDerivAt_id' d).const_mul (c n)).fun_neg.congr_deriv (by ring)
    exact (h1.exp.const_mul (a n)).congr_deriv (by ring)
  have h2 := HasDerivAt.fun_sum (u := Finset.univ) (fun n _ => h n)
  rw [Finset.sum_neg_distrib] at h2
  exact h2

/-- At a positive separation where the force vanishes, its slope is minus the sum of the mode
amplitudes, each weighted by its inverse decay length, divided by `d ^ 3`. -/
theorem hasDerivAt_force (hd : 0 < d) (hF : force a c s d = 0) :
    HasDerivAt (force a c s)
      (-(∑ n, a n * c n * Real.exp (-(c n * d))) / d ^ 3) d := by
  have hz : repulsion a c d - s = 0 := sub_eq_zero.mpr ((force_eq_zero_iff hd).mp hF)
  have h := ((hasDerivAt_repulsion a c d).sub_const s).fun_div
    (hasDerivAt_pow 3 d) (pow_ne_zero 3 hd.ne')
  refine h.congr_deriv ?_
  -- the term from differentiating the prefactor drops out at equilibrium
  simp only [hz, zero_mul, sub_zero]
  rw [pow_two, mul_div_mul_right _ _ (pow_ne_zero 3 hd.ne')]

/-- For positive mode parameters and positive static attraction, the force is repulsive at every
positive separation below a positive equilibrium separation and attractive at every one above. -/
theorem restoring_force (ha : ∀ n, 0 < a n) (hc : ∀ n, 0 < c n) (hs : 0 < s)
    (hd : 0 < d) (hF : force a c s d = 0) {x : ℝ} (hx : 0 < x) :
    (x < d → 0 < force a c s x) ∧ (d < x → force a c s x < 0) := by
  have hR := (force_eq_zero_iff hd).mp hF
  have := modes_nonempty hs hR
  constructor
  · intro h
    have h1 := repulsion_strictAnti ha hc h
    exact div_pos (by linarith) (pow_pos hx 3)
  · intro h
    have h1 := repulsion_strictAnti ha hc h
    exact div_neg_of_neg_of_pos (by linarith) (pow_pos hx 3)

/-- For positive mode parameters and positive static attraction, the force vanishes at
some positive separation exactly when the mode strengths add up to more than `s`. -/
theorem exists_equilibrium_iff (ha : ∀ n, 0 < a n) (hc : ∀ n, 0 < c n) (hs : 0 < s) :
    (∃ d, 0 < d ∧ force a c s d = 0) ↔ s < ∑ n, a n := by
  have h0 : repulsion a c 0 = ∑ n, a n := by simp [repulsion]
  constructor
  · rintro ⟨d, hd, hF⟩
    have hR := (force_eq_zero_iff hd).mp hF
    have := modes_nonempty hs hR
    have h1 := repulsion_strictAnti ha hc hd
    linarith
  · intro hA
    -- the repulsion dies out at large separation
    have ht : Tendsto (repulsion a c) atTop (𝓝 0) := by
      have h (n : ι) : Tendsto (fun x => a n * Real.exp (-(c n * x))) atTop (𝓝 0) := by
        have h1 := (Real.tendsto_exp_neg_atTop_nhds_zero.comp
          (tendsto_id.const_mul_atTop (hc n))).const_mul (a n)
        rw [mul_zero] at h1
        exact h1
      have h2 := tendsto_finsetSum Finset.univ (fun n _ => h n)
      rw [Finset.sum_const_zero] at h2
      exact h2
    obtain ⟨b, hb, hb0⟩ :=
      ((ht.eventually_lt_const hs).and (eventually_gt_atTop (0 : ℝ))).exists
    -- so it crosses the value `s` between contact and `b`
    have hcont : ContinuousOn (repulsion a c) (Set.Icc 0 b) := fun x _ =>
      (hasDerivAt_repulsion a c x).continuousAt.continuousWithinAt
    obtain ⟨x, hx, hxs⟩ := intermediate_value_Icc' hb0.le hcont
      ⟨hb.le, by rw [h0]; exact hA.le⟩
    rcases hx.1.eq_or_lt with h | h
    · rw [← h, h0] at hxs
      linarith
    · exact ⟨x, h, (force_eq_zero_iff h).mpr hxs⟩

/-- For positive mode parameters and positive static attraction, a positive equilibrium separation
exists exactly when the mode strengths add up to more than `s`; the force has negative slope there,
and no other positive separation is an equilibrium. -/
theorem stable_equilibrium (ha : ∀ n, 0 < a n) (hc : ∀ n, 0 < c n) (hs : 0 < s) :
    ((∃ d, 0 < d ∧ force a c s d = 0) ↔ s < ∑ n, a n) ∧
    ∀ d, 0 < d → force a c s d = 0 →
      deriv (force a c s) d < 0 ∧ ∀ x, 0 < x → force a c s x = 0 → x = d := by
  refine ⟨exists_equilibrium_iff ha hc hs, fun d hd hF => ?_⟩
  have hR := (force_eq_zero_iff hd).mp hF
  have := modes_nonempty hs hR
  constructor
  · rw [(hasDerivAt_force hd hF).deriv]
    have hpos : 0 < ∑ n, a n * c n * Real.exp (-(c n * d)) :=
      Finset.sum_pos (fun n _ => mul_pos (mul_pos (ha n) (hc n)) (Real.exp_pos _))
        Finset.univ_nonempty
    exact div_neg_of_neg_of_pos (neg_lt_zero.mpr hpos) (pow_pos hd 3)
  · intro x hx hFx
    exact (repulsion_strictAnti ha hc).injective
      (((force_eq_zero_iff hx).mp hFx).trans hR.symm)

/-- For positive mode strengths and static attraction, if all inverse decay lengths lie
between `κ` and `K`, an equilibrium separation `d > 0` obeys
`κ * d ≤ log ((∑ n, a n) / s) ≤ K * d`. -/
theorem equilibrium_bounds {κ K : ℝ} (ha : ∀ n, 0 < a n) (hs : 0 < s)
    (hκ : ∀ n, κ ≤ c n) (hK : ∀ n, c n ≤ K) (hd : 0 < d) (hF : force a c s d = 0) :
    κ * d ≤ Real.log ((∑ n, a n) / s) ∧ Real.log ((∑ n, a n) / s) ≤ K * d := by
  have hR := (force_eq_zero_iff hd).mp hF
  have := modes_nonempty hs hR
  have hA : 0 < ∑ n, a n := Finset.sum_pos (fun n _ => ha n) Finset.univ_nonempty
  have he (t : ℝ) : Real.exp t * Real.exp (-t) = 1 := by
    rw [← Real.exp_add, add_neg_cancel, Real.exp_zero]
  constructor
  · -- replace every mode by the slowest decay
    have h1 : s ≤ (∑ n, a n) * Real.exp (-(κ * d)) := by
      rw [← hR, repulsion, Finset.sum_mul]
      exact Finset.sum_le_sum fun n _ => mul_le_mul_of_nonneg_left
        (Real.exp_le_exp.mpr (neg_le_neg (mul_le_mul_of_nonneg_right (hκ n) hd.le)))
        (ha n).le
    rw [Real.le_log_iff_exp_le (div_pos hA hs), le_div_iff₀ hs]
    have h2 := mul_le_mul_of_nonneg_left h1 (Real.exp_pos (κ * d)).le
    calc Real.exp (κ * d) * s
        ≤ Real.exp (κ * d) * ((∑ n, a n) * Real.exp (-(κ * d))) := h2
      _ = ∑ n, a n := by linear_combination (∑ n, a n) * he (κ * d)
  · -- replace every mode by the fastest decay
    have h1 : (∑ n, a n) * Real.exp (-(K * d)) ≤ s := by
      rw [← hR, repulsion, Finset.sum_mul]
      exact Finset.sum_le_sum fun n _ => mul_le_mul_of_nonneg_left
        (Real.exp_le_exp.mpr (neg_le_neg (mul_le_mul_of_nonneg_right (hK n) hd.le)))
        (ha n).le
    rw [Real.log_le_iff_le_exp (div_pos hA hs), div_le_iff₀ hs]
    have h2 := mul_le_mul_of_nonneg_left h1 (Real.exp_pos (K * d)).le
    calc ∑ n, a n
        = Real.exp (K * d) * ((∑ n, a n) * Real.exp (-(K * d))) := by
          linear_combination -(∑ n, a n) * he (K * d)
      _ ≤ Real.exp (K * d) * s := h2

/-- For a single mode with positive strength `A` and inverse decay length `k`, and
positive static attraction `s`, a positive separation `d` is an equilibrium exactly when
`d = log (A / s) / k`. -/
theorem single_mode_equilibrium {A k : ℝ} (hA : 0 < A) (hk : 0 < k) (hs : 0 < s)
    (hd : 0 < d) :
    force (fun _ : Unit => A) (fun _ => k) s d = 0 ↔ d = Real.log (A / s) / k := by
  constructor
  · intro hF
    obtain ⟨h1, h2⟩ := equilibrium_bounds (κ := k) (K := k) (fun _ => hA) hs
      (fun _ => le_rfl) (fun _ => le_rfl) hd hF
    simp only [Finset.univ_unique, Finset.sum_singleton] at h1 h2
    rw [eq_div_iff hk.ne']
    linarith
  · intro h
    have hkd : k * d = Real.log (A / s) := by
      rw [eq_div_iff hk.ne'] at h
      linarith
    rw [force_eq_zero_iff hd]
    simp only [repulsion, Finset.univ_unique, Finset.sum_singleton]
    rw [hkd, Real.exp_neg, Real.exp_log (div_pos hA hs)]
    field_simp

end

end LifshitzEquilibrium
```

```lean
#print axioms LifshitzEquilibrium.restoring_force
#print axioms LifshitzEquilibrium.stable_equilibrium
#print axioms LifshitzEquilibrium.single_mode_equilibrium
```

```
'LifshitzEquilibrium.restoring_force' depends on axioms: [propext, Classical.choice, Quot.sound]
'LifshitzEquilibrium.stable_equilibrium' depends on axioms: [propext, Classical.choice, Quot.sound]
'LifshitzEquilibrium.single_mode_equilibrium' depends on axioms: [propext, Classical.choice, Quot.sound]
```

## The force and the physics it stands for

The modes are labelled by n, with strengths a_n and inverse decay lengths c_n. The repulsive amplitude and the force are

R(d) = Σ a_n exp(−c_n d)

F(d) = (R(d) − s)/d³

In Lean these are `repulsion a c d` and `force a c s d`. The labels come from a finite type `ι`, the strengths and inverse decay lengths are functions `a c : ι → ℝ`, and all quantities are real numbers in some consistent set of units. The letter c is never the speed of light here.

The form is borrowed from the Lifshitz force per unit area between two thick plates, which is a sum over imaginary frequencies. The zero-frequency term is not retarded and falls off as 1/d³; it is represented by s, and s > 0 says that it attracts. The terms at finite frequency are cut off by retardation, with an inverse decay length of roughly twice the frequency divided by the speed of light in the liquid. The condition c_n > 0 stands for this cutoff, and a_n > 0 says that every finite-frequency term repels, as happens when the dielectric response of the liquid lies between those of the two bodies at each of these frequencies.

The model is simpler than the Lifshitz formula. It keeps one exponential per mode and omits the polynomial factors in d that accompany it, it treats the strengths as independent of d, and it has finitely many modes. It also leaves out the screening of the static term by dissolved salt. None of the parameters is derived from dielectric data.

## What is stated about equilibria

The main theorem is `stable_equilibrium`. Its hypotheses `ha`, `hc` and `hs` say that all a_n, all c_n and s are positive. Its conclusion has two parts:

- A separation d > 0 with F(d) = 0 exists if and only if s < Σ a_n.
- At any such d the derivative of F is negative, and every positive x with F(x) = 0 equals d.

A negative slope means stability against changes of the separation: a small push inwards produces repulsion, a small push outwards attraction. Sideways motion and rotation do not enter the model. The theorem `restoring_force` extends the statement about signs from small displacements to all of them: F(x) > 0 for every x with 0 < x < d, and F(x) < 0 for every x > d.

The family of modes may be empty. Then R = 0 and F(d) = −s/d³, which has no positive zero, and the criterion correctly reads s < 0, which is false. The restriction to positive separations matters, because Lean sets division by zero to zero and would otherwise count d = 0 as an equilibrium.

The common sign of the strengths matters too. With a negative strength allowed, take R(d) = 4 exp(−d) − 4 exp(−2d) and s = 1/2. The strengths add up to 0, less than s, yet the force has two positive zeros.

## A decreasing amplitude crosses s once

For d > 0 the factor 1/d³ is finite and nonzero, so

F(d) = 0 exactly when R(d) = s.

This is `force_eq_zero_iff`, and it turns every question about zeros of F into one about R. The change is useful because R is monotone, while F is not monotone on the positive separations when an equilibrium exists: it falls through zero there, and beyond that point it is negative but tends to zero, so it has to rise again somewhere.

If x < y, then exp(−c_n y) < exp(−c_n x) for every n, since c_n > 0. Multiplying by a_n > 0 and adding up gives R(y) < R(x), provided there is at least one mode. The lemma `repulsion_strictAnti` does exactly this, comparing the two sums term by term. The proviso is supplied by `modes_nonempty`: an empty sum is zero and cannot equal s > 0, so an equilibrium already implies a mode.

Suppose now that F(d) = 0 with d > 0. Since R(0) = Σ a_n and R is strictly decreasing,

s = R(d) < R(0) = Σ a_n.

This is the first half of `exists_equilibrium_iff`. For the converse, suppose s < Σ a_n. Each term of R tends to zero as d → ∞, and so does their finite sum. Hence there is some b > 0 with R(b) < s. On the interval from 0 to b the continuous function R starts above s and ends below it, so by the intermediate value theorem R(x) = s for some x in the interval. This x is not 0, because R(0) > s, so it is a positive zero of F. In Lean, `ht` is the limit, `intermediate_value_Icc'` gives the crossing, and the final case distinction excludes x = 0.

Uniqueness follows at once: if R(x) = s = R(d), strict monotonicity forces x = d. The proof of `stable_equilibrium` uses it in the form that a strictly decreasing function is injective. The signs in `restoring_force` come from the same property. For 0 < x < d one has R(x) > R(d) = s, so F(x) > 0; for x > d both inequalities are reversed.

## The slope at the zero

Differentiating the sum term by term gives

R′(d) = −Σ a_n c_n exp(−c_n d),

which is `hasDerivAt_repulsion`. The quotient rule then gives

F′(d) = [R′(d) d³ − (R(d) − s) · 3d²]/d⁶.

At an equilibrium R(d) − s = 0, so the second term disappears, and cancelling d³ leaves

F′(d) = −Σ a_n c_n exp(−c_n d)/d³.

The lemma `hasDerivAt_force` follows these lines: `hz` records that R(d) − s vanishes, the `simp only` step removes the term it multiplies, and the last rewriting cancels d³. Every summand is positive and there is at least one, so F′(d) < 0. This is the step with `hpos` in `stable_equilibrium`.

## Where the equilibrium lies

Suppose that all inverse decay lengths lie between two numbers, κ ≤ c_n ≤ K. The theorem `equilibrium_bounds` says that an equilibrium d > 0 satisfies

κ d ≤ log(Σ a_n / s) ≤ K d.

For the left inequality, replace every mode by the slowest decay. Since d > 0, exp(−c_n d) ≤ exp(−κ d), and therefore

s = R(d) ≤ (Σ a_n) exp(−κ d).

Multiplying by exp(κ d) and dividing by s gives exp(κ d) ≤ Σ a_n / s, and taking logarithms gives the claim. The right inequality is obtained in the same way from exp(−c_n d) ≥ exp(−K d). In the Lean proof `h1` is the comparison of sums in each half, and the `calc` block carries out the multiplication by the growing exponential.

When κ > 0, dividing by κ and K encloses the equilibrium:

log(Σ a_n / s)/K ≤ d ≤ log(Σ a_n / s)/κ.

If a computed dispersion force has been fitted by the model force F with all parameters positive, comparing Σ a_n with s tells whether the fitted force has an equilibrium, and the smallest and largest c_n give an interval in which to search for it numerically. Whether the computed force has one too depends on the quality of the fit.

For one mode κ = K = k, and the two bounds meet. That is how `single_mode_equilibrium` obtains d = log(A/s)/k from F(d) = 0; the one-element type `Unit` serves as the set of labels. Conversely, if a positive d has this value, then

A exp(−k d) = A · (s/A) = s,

so the force vanishes. The theorem takes d > 0 as a hypothesis. For A ≤ s the formula gives a number that is zero or negative, and no positive separation satisfies it.
